# From a positive diagonal gap, the coupling-to-gap ratio in Wegner's two-level flow decays at the squared exact gap

Let a real two-level Hamiltonian with diagonal gap $d$ and coupling $v$ follow Wegner's flow, with $d(0)>0$. Then $R=\sqrt{d^2+4v^2}$, the difference of its two eigenvalues, is constant, $d$ stays positive, and

$$\frac{v(s)}{d(s)}=e^{-R^2s}\,\frac{v(0)}{d(0)}.$$

The flow parameter $s$ has units of inverse energy squared. Some similarity renormalisation methods in electronic structure suppress couplings by flows of this kind; in this model of two real levels, the rate can be found exactly.

## The Hamiltonian and its flow

```lean
import Mathlib

open Filter Topology

namespace WegnerTwoLevel

noncomputable section

/-- The real two-level Hamiltonian with mean energy `e`, diagonal gap `d` and coupling `v`. -/
def twoLevel (e d v : ℝ) : Matrix (Fin 2) (Fin 2) ℝ :=
  !![e + d / 2, v; v, e - d / 2]
```

This is $H=\begin{pmatrix}e+d/2&v\\v&e-d/2\end{pmatrix}$, with mean energy $e$. Lean numbers the levels 0 and 1, so $d=H_{00}-H_{11}$.

```lean
/-- Wegner's generator: the commutator of the diagonal part of `H` with `H`. -/
def generator (H : Matrix (Fin 2) (Fin 2) ℝ) : Matrix (Fin 2) (Fin 2) ℝ :=
  Matrix.diagonal (fun i => H i i) * H - H * Matrix.diagonal (fun i => H i i)
```

With $D$ the diagonal part of $H$, the generator is $\eta=[D,H]$.

```lean
/-- The scalar flow equations `d' = 4 d v²` and `v' = -d² v` for the diagonal gap and the
coupling. -/
def IsTwoLevelFlow (d v : ℝ → ℝ) : Prop :=
  ∀ s, HasDerivAt d (4 * d s * v s ^ 2) s ∧ HasDerivAt v (-(d s ^ 2 * v s)) s
```

`HasDerivAt f c s` says that $f$ is differentiable at $s$ with derivative $c$. The definition therefore reads $d'=4dv^2$, $v'=-d^2v$ at every real $s$, negative values included.

```lean
/-- The quantity `R = √(d² + 4v²)`. -/
def exactGap (d v : ℝ) : ℝ := Real.sqrt (d ^ 2 + 4 * v ^ 2)
```

This defines $R$ by a formula; `secular_iff` below justifies the name.

```lean
/-- The ratio `k exp(-R² s)` of coupling to diagonal gap in the explicit solution. -/
def mixing (R k s : ℝ) : ℝ := k * Real.exp (-(R ^ 2 * s))
```

Write $x(s)=ke^{-R^2s}$, where $k$ is the initial ratio of coupling to gap.

```lean
/-- The diagonal gap `R / √(1 + 4x²)` of the explicit solution, with `x = k exp(-R² s)`. -/
def gapSol (R k s : ℝ) : ℝ := R / Real.sqrt (1 + 4 * mixing R k s ^ 2)
```

The candidate gap is $g=R/\sqrt{1+4x^2}$.

```lean
/-- The coupling of the explicit solution: the mixing ratio times the diagonal gap. -/
def couplingSol (R k s : ℝ) : ℝ := mixing R k s * gapSol R k s
```

The candidate coupling is $xg$.

## From matrices to scalar equations

```lean
/-- The commutator of Wegner's generator with the two-level Hamiltonian, entry by entry. -/
theorem double_commutator (e d v : ℝ) :
    generator (twoLevel e d v) * twoLevel e d v - twoLevel e d v * generator (twoLevel e d v)
      = !![2 * d * v ^ 2, -(d ^ 2 * v); -(d ^ 2 * v), -(2 * d * v ^ 2)] := by
  have hD : Matrix.diagonal (fun i => twoLevel e d v i i)
      = !![e + d / 2, 0; 0, e - d / 2] := by
    ext i j
    fin_cases i <;> fin_cases j <;> simp [twoLevel]
  -- the generator is antisymmetric, with the product of gap and coupling as its entry
  have hG : generator (twoLevel e d v) = !![0, d * v; -(d * v), 0] := by
    unfold generator
    rw [hD]
    unfold twoLevel
    rw [Matrix.mul_fin_two, Matrix.mul_fin_two]
    ext i j
    fin_cases i <;> fin_cases j <;> simp <;> ring
  rw [hG]
  unfold twoLevel
  rw [Matrix.mul_fin_two, Matrix.mul_fin_two]
  ext i j
  fin_cases i <;> fin_cases j <;> simp <;> ring
```

By hand, $\eta_{ij}=(H_{ii}-H_{jj})H_{ij}$, so $\eta_{01}=dv=-\eta_{10}$. Then

$$[\eta,H]_{00}=\eta_{01}v-v\eta_{10}=2dv^2,\qquad [\eta,H]_{01}=\eta_{01}(H_{11}-H_{00})=-d^2v.$$

The other entries follow because $[\eta,H]$ is symmetric and traceless. In the proof, `hG` is the formula for $\eta$; `fin_cases` goes through the entries and `ring` checks the algebra.

```lean
/-- A two-level Hamiltonian obeys Wegner's matrix flow exactly when its mean energy is
stationary and its diagonal gap and coupling obey the scalar flow equations. -/
theorem wegner_flow_iff (e d v : ℝ → ℝ) :
    (∀ s i j, HasDerivAt (fun t => twoLevel (e t) (d t) (v t) i j)
      ((generator (twoLevel (e s) (d s) (v s)) * twoLevel (e s) (d s) (v s)
        - twoLevel (e s) (d s) (v s) * generator (twoLevel (e s) (d s) (v s))) i j) s)
    ↔ (∀ s, HasDerivAt e 0 s) ∧ IsTwoLevelFlow d v := by
  simp only [double_commutator]
  constructor
  · intro h
    have h0 : ∀ s, HasDerivAt (fun t => e t + d t / 2) (2 * d s * v s ^ 2) s :=
      fun s => h s 0 0
    have h1 : ∀ s, HasDerivAt (fun t => e t - d t / 2) (-(2 * d s * v s ^ 2)) s :=
      fun s => h s 1 1
    refine ⟨fun s => ?_, fun s => ⟨?_, h s 0 1⟩⟩
    -- half the sum of the diagonal entries is the mean energy, their difference is the gap
    · have key : HasDerivAt (fun t => (e t + d t / 2 + (e t - d t / 2)) / 2) 0 s :=
        (((h0 s).fun_add (h1 s)).div_const 2).congr_deriv (by ring)
      have E : (fun t => (e t + d t / 2 + (e t - d t / 2)) / 2) = e := by
        funext t; ring
      rwa [E] at key
    · have key : HasDerivAt (fun t => e t + d t / 2 - (e t - d t / 2))
          (4 * d s * v s ^ 2) s :=
        ((h0 s).fun_sub (h1 s)).congr_deriv (by ring)
      have E : (fun t => e t + d t / 2 - (e t - d t / 2)) = d := by
        funext t; ring
      rwa [E] at key
  · rintro ⟨he, hf⟩ s i j
    fin_cases i <;> fin_cases j
    · change HasDerivAt (fun t => e t + d t / 2) (2 * d s * v s ^ 2) s
      exact ((he s).fun_add ((hf s).1.div_const 2)).congr_deriv (by ring)
    · exact (hf s).2
    · exact (hf s).2
    · change HasDerivAt (fun t => e t - d t / 2) (-(2 * d s * v s ^ 2)) s
      exact ((he s).fun_sub ((hf s).1.div_const 2)).congr_deriv (by ring)
```

The matrix flow $H'=[\eta,H]$ holds exactly when $e'=0$ and the scalar equations hold. The diagonal entries give $e'\pm d'/2=\pm2dv^2$: half their sum is $e'=0$, their difference is $d'=4dv^2$. The off-diagonal entry gives $v'$. The converse recombines these derivatives.

```lean
/-- The energies solving the secular equation are `e + R/2` and `e - R/2`, so `R` is the exact
gap of the two-level Hamiltonian. -/
theorem secular_iff (e d v E : ℝ) :
    (twoLevel e d v - E • (1 : Matrix (Fin 2) (Fin 2) ℝ)).det = 0 ↔
      E = e + exactGap d v / 2 ∨ E = e - exactGap d v / 2 := by
  have hR : exactGap d v ^ 2 = d ^ 2 + 4 * v ^ 2 := Real.sq_sqrt (by positivity)
  have hdet : (twoLevel e d v - E • (1 : Matrix (Fin 2) (Fin 2) ℝ)).det
      = (E - e - exactGap d v / 2) * (E - e + exactGap d v / 2) := by
    rw [Matrix.det_fin_two]
    simp [twoLevel]
    linear_combination (1 / 4) * hR
  rw [hdet, mul_eq_zero]
  constructor
  · rintro (h | h)
    · left; linarith
    · right; linarith
  · rintro (h | h)
    · left; linarith
    · right; linarith
```

The secular determinant is

$$(e+\tfrac d2-E)(e-\tfrac d2-E)-v^2=(E-e)^2-\tfrac{R^2}{4},$$

which vanishes exactly at $E=e\pm R/2$. The eigenvalues thus differ by $R$.

## Conservation, positivity and decay

```lean
/-- The exact gap is constant along the flow. -/
theorem exactGap_conserved {d v : ℝ → ℝ} (h : IsTwoLevelFlow d v) (s : ℝ) :
    exactGap (d s) (v s) = exactGap (d 0) (v 0) := by
  have hc : ∀ s, HasDerivAt (fun t => d t * d t + 4 * (v t * v t)) 0 s := fun s =>
    (((h s).1.fun_mul (h s).1).fun_add (((h s).2.fun_mul (h s).2).const_mul 4)).congr_deriv
      (by ring)
  have hk : d s * d s + 4 * (v s * v s) = d 0 * d 0 + 4 * (v 0 * v 0) :=
    is_const_of_deriv_eq_zero (f := fun t => d t * d t + 4 * (v t * v t))
      (fun s => (hc s).differentiableAt) (fun s => (hc s).deriv) s 0
  have hk' : d s ^ 2 + 4 * v s ^ 2 = d 0 ^ 2 + 4 * v 0 ^ 2 := by linear_combination hk
  unfold exactGap
  rw [hk']
```

Differentiation gives $(d^2+4v^2)'=2d(4dv^2)+8v(-d^2v)=0$. This is `hc`; `is_const_of_deriv_eq_zero` turns the zero derivative into constancy.

```lean
/-- A diagonal gap that is positive at the start stays positive along the flow. -/
theorem gap_pos {d v : ℝ → ℝ} (h : IsTwoLevelFlow d v) (h0 : 0 < d 0) (s : ℝ) :
    0 < d s := by
  have hv : Continuous v := continuous_iff_continuousAt.2 fun s => (h s).2.continuousAt
  have hw : Continuous (fun x => 4 * v x ^ 2) := by fun_prop
  -- integrating factor for the linear equation d' = (4 v²) d
  obtain ⟨F, hF⟩ : ∃ F : ℝ → ℝ, ∀ s, HasDerivAt F (4 * v s ^ 2) s :=
    ⟨_, fun s => (hw.integral_hasStrictDerivAt 0 s).hasDerivAt⟩
  have hG : ∀ s, HasDerivAt (fun u => d u * Real.exp (-F u)) 0 s := fun s =>
    ((h s).1.fun_mul (hF s).fun_neg.exp).congr_deriv (by ring)
  have hk : d s * Real.exp (-F s) = d 0 * Real.exp (-F 0) :=
    is_const_of_deriv_eq_zero (f := fun u => d u * Real.exp (-F u))
      (fun s => (hG s).differentiableAt) (fun s => (hG s).deriv) s 0
  have hp : 0 < d s * Real.exp (-F s) := by
    rw [hk]
    exact mul_pos h0 (Real.exp_pos _)
  exact (mul_pos_iff_of_pos_right (Real.exp_pos _)).1 hp
```

Choose $F$ with $F'=4v^2$, which exists because $v$ is continuous. Then $(de^{-F})'=(4dv^2-4v^2d)e^{-F}=0$, so $d(s)=d(0)e^{F(s)-F(0)}>0$. Nothing has been divided by $d$.

```lean
/-- For a positive initial diagonal gap, the ratio of coupling to diagonal gap decays
exponentially in the flow parameter, at a rate equal to the square of the exact gap. -/
theorem decoupling_law {d v : ℝ → ℝ} (h : IsTwoLevelFlow d v) (h0 : 0 < d 0) (s : ℝ) :
    v s / d s = Real.exp (-(exactGap (d 0) (v 0) ^ 2 * s)) * (v 0 / d 0) := by
  have hR : ∀ s, exactGap (d 0) (v 0) ^ 2 = d s ^ 2 + 4 * v s ^ 2 := fun s => by
    rw [← exactGap_conserved h s]
    exact Real.sq_sqrt (by positivity)
  generalize exactGap (d 0) (v 0) = R at hR ⊢
  -- the ratio times exp(R² s) is a constant of the flow
  have hc : ∀ s, HasDerivAt (fun t => v t / d t * Real.exp (R ^ 2 * t)) 0 s := fun s => by
    have hne : d s ≠ 0 := (gap_pos h h0 s).ne'
    have hvd : v s / d s * d s = v s := div_mul_cancel₀ _ hne
    have hq : (-(d s ^ 2 * v s) * d s - v s * (4 * d s * v s ^ 2)) / d s ^ 2
        = -(R ^ 2 * (v s / d s)) := by
      rw [div_eq_iff (pow_ne_zero 2 hne), hR s]
      linear_combination ((d s ^ 2 + 4 * v s ^ 2) * d s) * hvd
    exact (((h s).2.fun_div (h s).1 hne).fun_mul
      (((hasDerivAt_id' s).const_mul (R ^ 2)).exp)).congr_deriv
        (by linear_combination Real.exp (R ^ 2 * s) * hq)
  have hk : v s / d s * Real.exp (R ^ 2 * s) = v 0 / d 0 * Real.exp (R ^ 2 * 0) :=
    is_const_of_deriv_eq_zero (f := fun t => v t / d t * Real.exp (R ^ 2 * t))
      (fun s => (hc s).differentiableAt) (fun s => (hc s).deriv) s 0
  rw [mul_zero, Real.exp_zero, mul_one] at hk
  have hE : Real.exp (-(R ^ 2 * s)) * Real.exp (R ^ 2 * s) = 1 := by
    rw [← Real.exp_add, neg_add_cancel, Real.exp_zero]
  linear_combination Real.exp (-(R ^ 2 * s)) * hk - (v s / d s) * hE
```

Now the quotient rule is safe:

$$\left(\frac vd\right)'=\frac{-d^3v-4dv^3}{d^2}=-(d^2+4v^2)\frac vd=-R^2\frac vd.$$

This is `hq`. Hence $(v/d)e^{R^2s}$ has zero derivative (`hc`), and comparing its values at $s$ and $0$ gives the law. The exponential belongs to the ratio; $v$ alone decays at the instantaneous rate $d^2$.

## The solution in closed form

```lean
/-- For every `R > 0` and every `k`, the explicit gap and coupling solve the flow equations,
and the initial diagonal gap is positive. -/
theorem explicit_flow_witness (R k : ℝ) (hR : 0 < R) :
    IsTwoLevelFlow (gapSol R k) (couplingSol R k) ∧ 0 < gapSol R k 0 := by
  refine ⟨fun s => ?_, by unfold gapSol; positivity⟩
  have hx : HasDerivAt (mixing R k) (-(R ^ 2 * mixing R k s)) s := by
    have a := (((hasDerivAt_id' s).const_mul (R ^ 2)).fun_neg.exp).const_mul k
    exact a.congr_deriv (by unfold mixing; ring)
  have hpos : 0 < 1 + 4 * mixing R k s ^ 2 := by positivity
  have hy : HasDerivAt (fun t => 1 + 4 * mixing R k t ^ 2)
      (-(8 * R ^ 2 * mixing R k s ^ 2)) s := by
    have E : (fun t => 1 + 4 * mixing R k t ^ 2)
        = fun t => 1 + 4 * (mixing R k t * mixing R k t) := by
      funext t; ring
    rw [E]
    exact (((hx.fun_mul hx).const_mul 4).const_add 1).congr_deriv (by ring)
  have hg : HasDerivAt (gapSol R k) (4 * gapSol R k s * couplingSol R k s ^ 2) s := by
    have a := (hasDerivAt_const s R).fun_div (hy.sqrt hpos.ne') (Real.sqrt_pos.2 hpos).ne'
    exact a.congr_deriv (by unfold couplingSol gapSol; ring)
  -- conservation of the exact gap for the explicit solution
  have hsq : gapSol R k s ^ 2 * (1 + 4 * mixing R k s ^ 2) = R ^ 2 := by
    unfold gapSol
    rw [div_pow, Real.sq_sqrt hpos.le, div_mul_cancel₀ _ hpos.ne']
  refine ⟨hg, ?_⟩
  have b := hx.fun_mul hg
  exact b.congr_deriv (by
    unfold couplingSol
    linear_combination (mixing R k s * gapSol R k s) * hsq)
```

For every $R>0$ and every $k$, the candidates solve the flow. Since $x'=-R^2x$,

$$g'=-\frac{4Rxx'}{(1+4x^2)^{3/2}}=4g^3x^2=4g(xg)^2.$$

With $g^2(1+4x^2)=R^2$ (`hsq`),

$$(xg)'=-R^2xg+4x^3g^3=-g^2(xg).$$

```lean
/-- Every flow with positive initial diagonal gap is the explicit solution whose parameters are
the initial exact gap and the initial ratio of coupling to diagonal gap. -/
theorem flow_eq_explicit {d v : ℝ → ℝ} (h : IsTwoLevelFlow d v) (h0 : 0 < d 0) (s : ℝ) :
    d s = gapSol (exactGap (d 0) (v 0)) (v 0 / d 0) s ∧
      v s = couplingSol (exactGap (d 0) (v 0)) (v 0 / d 0) s := by
  have hd := gap_pos h h0 s
  have hlaw := decoupling_law h h0 s
  have hcons := exactGap_conserved h s
  generalize exactGap (d 0) (v 0) = R at hlaw hcons ⊢
  have hv : v s = mixing R (v 0 / d 0) s * d s := by
    rw [div_eq_iff hd.ne'] at hlaw
    rw [hlaw]
    unfold mixing
    ring
  have hgap : d s = gapSol R (v 0 / d 0) s := by
    unfold gapSol
    generalize mixing R (v 0 / d 0) s = x at hv ⊢
    have hpos : 0 < 1 + 4 * x ^ 2 := by positivity
    rw [eq_div_iff (Real.sqrt_pos.2 hpos).ne', ← hcons]
    unfold exactGap
    rw [hv, show d s ^ 2 + 4 * (x * d s) ^ 2 = d s ^ 2 * (1 + 4 * x ^ 2) by ring,
      Real.sqrt_mul (sq_nonneg _), Real.sqrt_sq hd.le]
  refine ⟨hgap, ?_⟩
  unfold couplingSol
  rw [← hgap]
  exact hv
```

Conversely, every flow with $d(0)>0$ has this form, with $R$ and $k=v(0)/d(0)$ taken from the initial data. The decay law gives $v=xd$; conservation gives $R^2=d^2(1+4x^2)$, and positivity selects the root $d=g$.

Take $d(0)=3$, $v(0)=2$. Then $R=5$ and $k=2/3$. At $s=(\ln2)/25$ the ratio has halved to $1/3$, so $d=15/\sqrt{13}\approx4.16$ and $v=5/\sqrt{13}\approx1.39$. Indeed $d^2+4v^2=(225+100)/13=25$.

```lean
/-- For a positive initial diagonal gap, the diagonal gap tends to the exact gap and the
coupling tends to zero as the flow parameter grows. -/
theorem flow_limit {d v : ℝ → ℝ} (h : IsTwoLevelFlow d v) (h0 : 0 < d 0) :
    Tendsto d atTop (𝓝 (exactGap (d 0) (v 0))) ∧ Tendsto v atTop (𝓝 0) := by
  have hR : 0 < exactGap (d 0) (v 0) := Real.sqrt_pos.2 (by positivity)
  have hd := funext fun s => (flow_eq_explicit h h0 s).1
  have hv := funext fun s => (flow_eq_explicit h h0 s).2
  generalize exactGap (d 0) (v 0) = R at hR hd hv ⊢
  generalize v 0 / d 0 = k at hd hv
  have hx : Tendsto (mixing R k) atTop (𝓝 0) := by
    have a := (Real.tendsto_exp_neg_atTop_nhds_zero.comp
      (tendsto_id.const_mul_atTop (pow_pos hR 2))).const_mul k
    rw [mul_zero] at a
    exact a
  have hg : Tendsto (gapSol R k) atTop (𝓝 R) := by
    have a : Tendsto (fun s => R / Real.sqrt (1 + 4 * mixing R k s ^ 2)) atTop
        (𝓝 (R / Real.sqrt (1 + 4 * 0 ^ 2))) :=
      tendsto_const_nhds.div
        ((tendsto_const_nhds.add ((hx.pow 2).const_mul 4)).sqrt) (by simp)
    have E : R / Real.sqrt (1 + 4 * 0 ^ 2) = R := by simp
    rw [E] at a
    exact a
  have hc : Tendsto (couplingSol R k) atTop (𝓝 0) := by
    have a := hx.mul hg
    rw [zero_mul] at a
    exact a
  exact ⟨hd ▸ hg, hv ▸ hc⟩

end

end WegnerTwoLevel
```

`Tendsto … atTop` expresses the limit $s\to\infty$. Since $R>0$, $x\to0$, hence $d=g\to R$ and $v=xg\to0$: the diagonal gap becomes the exact gap.

The starting condition matters. The constant pair $d=0$, $v=1$ also satisfies the flow equations, with $R=2$, yet its coupling never decays. More generally, if $d(0)=0$, the integrating factor above gives $d=0$ throughout, so $v'=0$ and $v$ is constant. A nonzero initial coupling can therefore decay only if $d(0)\neq0$.

```lean
#print axioms WegnerTwoLevel.wegner_flow_iff
#print axioms WegnerTwoLevel.secular_iff
#print axioms WegnerTwoLevel.flow_limit
```

```
'WegnerTwoLevel.wegner_flow_iff' depends on axioms: [propext, Classical.choice, Quot.sound]
'WegnerTwoLevel.secular_iff' depends on axioms: [propext, Classical.choice, Quot.sound]
'WegnerTwoLevel.flow_limit' depends on axioms: [propext, Classical.choice, Quot.sound]
```
